# Eigenvalues of a finite cluster lie inside the band

Take a one-dimensional tight-binding model with one orbital per site and hopping amplitudes $h(r)$ that depend only on the integer separation $r$. On the infinite chain plane waves of wave number $k$ diagonalise the Hamiltonian and give the dispersion $E(k)$. Cut out a finite cluster with open ends and this tool is lost: translation symmetry is gone and a truncated plane wave is in general not an eigenvector. Without a further argument, a level computed above the top of the band might be a real effect of the cut or an error in the code, and the band would say nothing about the energy window of the cluster. For non-interacting electrons with one orbital per site and Hermitian hopping of finite range, the cut alone never produces such a level.

## The model

In Lean 4 with Mathlib:

```lean
import Mathlib

open Complex
open scoped Real Matrix ComplexConjugate

namespace ClusterInsideBand

noncomputable section

variable {ι : Type*} [Fintype ι]
```

The variable `ι` is a finite set of site labels. The `open` lines allow short names: `I` is $i$, `conj` is complex conjugation, `π` is the real number $\pi$.

```lean
/-- Hermiticity of the hopping amplitudes: `h(-r) = conj h(r)`. -/
def IsHermitianHopping (h : ℤ →₀ ℂ) : Prop := ∀ r, h (-r) = conj (h r)
```

The type `ℤ →₀ ℂ` holds functions from the integers to $\mathbb{C}$ that vanish at all but finitely many points, which is finite-range hopping. The condition is $h(-r)=\overline{h(r)}$ for every $r$; at $r=0$ it makes the on-site energy real.

```lean
/-- The dispersion `E(k) = ∑ h(r) exp(-i k r)` of a finite-range hopping. -/
def symbol (h : ℤ →₀ ℂ) (k : ℝ) : ℂ := ∑ r ∈ h.support, h r * exp (-(I * k * r))
```

With `h.support` the finite set where $h\neq0$, this is
$$E(k)=\sum_r h(r)\,e^{-ikr},\qquad k\in\mathbb{R},$$
at lattice constant 1. The sign matches the plane wave $e^{iky}$ on the infinite chain, since $\sum_y h(x-y)e^{iky}=E(k)\,e^{ikx}$.

```lean
/-- The real part of the dispersion `E(k)`. -/
def band (h : ℤ →₀ ℂ) (k : ℝ) : ℝ := (symbol h k).re
```

The inequalities below compare real numbers, so they are stated for `band h k`, which is $\operatorname{Re}E(k)$.

```lean
/-- The Hamiltonian matrix `h(x - y)` of a cluster whose sites sit at the integers `pos x`. -/
def clusterH (h : ℤ →₀ ℂ) (pos : ι → ℤ) : Matrix ι ι ℂ :=
  Matrix.of fun x y => h (pos x - pos y)
```

The map `pos` places the label $x$ at an integer $p_x$, and $H_{xy}=h(p_x-p_y)$. Labels $0,\dots,n-1$ with $p_x=x$ give the $n\times n$ Toeplitz matrix $h(x-y)$; clusters with missing sites are allowed too. Nothing is added at the ends: no boundary potential, no modified bond, no wrap-around term.

```lean
/-- The Fourier amplitude `∑ ψ(y) exp(-i k y)` of a cluster state. -/
def amplitude (pos : ι → ℤ) (ψ : ι → ℂ) (k : ℝ) : ℂ := ∑ y, ψ y * exp (-(I * k * pos y))
```

For a state with components $\psi_y$ this is $\hat\psi(k)=\sum_y\psi_y\,e^{-ikp_y}$. States are not normalised; write $N=\sum_x|\psi_x|^2$.

```lean
/-- Nearest-neighbour hopping: `h(1) = h(-1) = -t` and zero otherwise. -/
def chain (t : ℝ) : ℤ →₀ ℂ := Finsupp.single 1 (-(t : ℂ)) + Finsupp.single (-1) (-(t : ℂ))
```

`Finsupp.single 1 c` is the function with value `c` at 1 and zero elsewhere, so $h(1)=h(-1)=-t$ for a real $t$.

## Fourier identities

```lean
/-- The integral of `exp(i k m)` over `[0, 2π]` is `2π` for `m = 0` and zero otherwise. -/
theorem plane_wave_orth (m : ℤ) :
    ∫ k in (0 : ℝ)..2 * π, exp (I * k * m) = if m = 0 then (2 * π : ℂ) else 0 := by
  split_ifs with hm
  · subst hm
    simp
  · have e : ∀ k : ℝ, exp (I * k * m) = exp ((I * m) * k) := fun k => by congr 1; ring
    have h1 : exp (I * m * ((2 * π : ℝ) : ℂ)) = 1 :=
      calc _ = exp (m * (2 * π * I)) := by congr 1; push_cast; ring
        _ = 1 := exp_int_mul_two_pi_mul_I m
    simp_rw [e]
    rw [integral_exp_mul_complex (mul_ne_zero I_ne_zero (Int.cast_ne_zero.mpr hm)), h1]
    simp
```

For an integer $m$, $\int_0^{2\pi}e^{ikm}\,dk=2\pi\delta_{m0}$. For $m=0$ the integrand is 1. Otherwise the integral is $(e^{2\pi im}-1)/(im)=0$. The tactic `split_ifs` opens the two cases, `integral_exp_mul_complex` supplies the antiderivative and `h1` is $e^{2\pi im}=1$.

```lean
/-- For Hermitian hopping the dispersion `E(k)` equals its real part. -/
theorem symbol_real {h : ℤ →₀ ℂ} (hh : IsHermitianHopping h) (k : ℝ) :
    (band h k : ℂ) = symbol h k := by
  refine conj_eq_iff_re.mp ?_
  rw [symbol, map_sum]
  -- conjugation exchanges the terms `r` and `-r`
  refine Finset.sum_nbij' (fun r => -r) (fun r => -r) ?_ ?_ ?_ ?_ ?_
  · intro r hr
    simpa [hh r] using hr
  · intro r hr
    simpa [hh r] using hr
  · intro r _
    simp
  · intro r _
    simp
  · intro r _
    show conj (h r * exp (-(I * k * r))) = h (-r) * exp (-(I * k * ((-r : ℤ) : ℂ)))
    rw [map_mul, hh r, ← exp_conj]
    congr 2
    simp only [map_neg, map_mul, conj_I, conj_ofReal, map_intCast]
    push_cast
    ring
```

Under the Hermiticity hypothesis `hh`, $E(k)$ equals its real part. By hand,
$$\overline{E(k)}=\sum_r\overline{h(r)}\,e^{ikr}=\sum_r h(-r)\,e^{-ik(-r)}=E(k),$$
the last step renaming $-r$ to $r$. `Finset.sum_nbij'` performs that renaming; it asks that $r\mapsto-r$ maps the support to itself, is its own inverse, and matches the terms.

```lean
/-- Fourier inversion: the integral of `E(k) exp(i k m)` over `[0, 2π]` is `2π h(m)`. -/
theorem inversion (h : ℤ →₀ ℂ) (m : ℤ) :
    ∫ k in (0 : ℝ)..2 * π, symbol h k * exp (I * k * m) = 2 * π * h m := by
  have e : ∀ k : ℝ, symbol h k * exp (I * k * m)
      = ∑ r ∈ h.support, h r * exp (I * k * ((m - r : ℤ) : ℂ)) := fun k => by
    rw [symbol, Finset.sum_mul]
    refine Finset.sum_congr rfl fun r _ => ?_
    rw [mul_assoc, ← exp_add]
    congr 2
    push_cast
    ring
  simp_rw [e]
  rw [intervalIntegral.integral_finsetSum]
  · simp_rw [intervalIntegral.integral_const_mul, plane_wave_orth]
    rw [Finset.sum_eq_single m]
    · rw [if_pos (sub_self m)]
      ring
    · intro r _ hr
      rw [if_neg (sub_ne_zero.mpr hr.symm), mul_zero]
    · intro hm
      have h0 : h m = 0 := by simpa using hm
      simp [h0]
  · intro r _
    exact Continuous.intervalIntegrable (by fun_prop) _ _
```

For any finite-range $h$,
$$\int_0^{2\pi}E(k)\,e^{ikm}\,dk=\sum_r h(r)\int_0^{2\pi}e^{ik(m-r)}\,dk=2\pi\,h(m).$$
The line `e` merges the exponentials, `intervalIntegral.integral_finsetSum` exchanges sum and integral, and `Finset.sum_eq_single m` keeps the term $r=m$. If $m$ lies off the support, both sides vanish.

```lean
/-- The integral over `[0, 2π]` of `E(k)` weighted by the squared Fourier amplitude of `ψ`
is `2π ⟨ψ, Hψ⟩`. -/
theorem expectation (h : ℤ →₀ ℂ) (pos : ι → ℤ) (ψ : ι → ℂ) :
    ∫ k in (0 : ℝ)..2 * π, symbol h k * (normSq (amplitude pos ψ k) : ℂ)
      = 2 * π * (star ψ ⬝ᵥ clusterH h pos *ᵥ ψ) := by
  -- expand the squared amplitude into pairs of sites
  have e : ∀ k : ℝ, symbol h k * (normSq (amplitude pos ψ k) : ℂ) = ∑ p : ι × ι,
      conj (ψ p.1) * ψ p.2 * (symbol h k * exp (I * k * ((pos p.1 - pos p.2 : ℤ) : ℂ))) := by
    intro k
    rw [normSq_eq_conj_mul_self, amplitude, map_sum, Finset.sum_mul_sum,
      Fintype.sum_prod_type, Finset.mul_sum]
    refine Finset.sum_congr rfl fun x _ => ?_
    rw [Finset.mul_sum]
    refine Finset.sum_congr rfl fun y _ => ?_
    have e : exp (I * k * ((pos x - pos y : ℤ) : ℂ))
        = conj (exp (-(I * k * pos x))) * exp (-(I * k * pos y)) := by
      rw [← exp_conj, ← exp_add]
      congr 1
      simp only [map_neg, map_mul, conj_I, conj_ofReal, map_intCast]
      push_cast
      ring
    simp only [e, map_mul]
    ring
  simp_rw [e]
  rw [intervalIntegral.integral_finsetSum]
  · simp_rw [intervalIntegral.integral_const_mul, inversion]
    simp only [Fintype.sum_prod_type, dotProduct, Matrix.mulVec, clusterH, Matrix.of_apply,
      Finset.mul_sum, Pi.star_apply, Complex.star_def]
    exact Finset.sum_congr rfl fun x _ => Finset.sum_congr rfl fun y _ => by ring
  · intro p _
    exact Continuous.intervalIntegrable (by unfold symbol; fun_prop) _ _
```

Here `normSq z` is $|z|^2$, `*ᵥ` applies a matrix to a vector, and `star ψ ⬝ᵥ v` is $\langle\psi,v\rangle=\sum_x\overline{\psi_x}\,v_x$. Expanding the square gives $|\hat\psi(k)|^2=\sum_{x,y}\overline{\psi_x}\psi_y\,e^{ik(p_x-p_y)}$, which after multiplication by $E(k)$ is the outer `e`, with `p.1` and `p.2` for $x$ and $y$. Integrating each pair with `inversion`,
$$\int_0^{2\pi}E\,|\hat\psi|^2\,dk=\sum_{x,y}\overline{\psi_x}\psi_y\,2\pi\,h(p_x-p_y)=2\pi\langle\psi,H\psi\rangle .$$
The identity needs neither Hermiticity nor distinct positions.

```lean
/-- Parseval's identity: on distinct sites the squared Fourier amplitude integrates over
`[0, 2π]` to `2π` times the squared norm of the state. -/
theorem parseval {pos : ι → ℤ} (hp : Function.Injective pos) (ψ : ι → ℂ) :
    ∫ k in (0 : ℝ)..2 * π, normSq (amplitude pos ψ k) = 2 * π * ∑ x, normSq (ψ x) := by
  classical
  have hs : ∀ k, symbol (Finsupp.single 0 1) k = 1 := fun k => by
    have key : ∀ g, symbol g k = g.sum fun r c => c * exp (-(I * k * r)) := fun _ => rfl
    rw [key, Finsupp.sum_single_index] <;> simp
  have ht : clusterH (Finsupp.single 0 1) pos = 1 := by
    ext x y
    by_cases hxy : x = y
    · subst hxy
      simp [clusterH]
    · have h0 : pos x - pos y ≠ 0 := sub_ne_zero.mpr (hp.ne hxy)
      rw [clusterH, Matrix.of_apply, Matrix.one_apply_ne hxy, Finsupp.single_apply,
        if_neg h0.symm]
  have h1 := expectation (Finsupp.single 0 1) pos ψ
  simp only [hs, one_mul, ht, Matrix.one_mulVec] at h1
  apply Complex.ofReal_injective
  rw [← intervalIntegral.integral_ofReal, h1]
  push_cast
  simp only [dotProduct, Pi.star_apply, Complex.star_def, normSq_eq_conj_mul_self]
```

`Function.Injective pos` says that different labels sit at different integers. Choose $h(r)=\delta_{r0}$. Then $E=1$ (`hs`), and $H_{xy}=\delta_{p_xp_y}$ is the identity matrix because positions are distinct (`ht`). The previous identity becomes $\int_0^{2\pi}|\hat\psi|^2\,dk=2\pi N$. For a normalised state $|\hat\psi(k)|^2/2\pi$ is therefore a probability density on $[0,2\pi]$, and $\langle\psi,H\psi\rangle$ is the mean of $E$ under it.

## Bounds on the spectrum

```lean
/-- For Hermitian hopping, if `a ≤ E(k) ≤ b` for all `k`, then `⟨ψ, Hψ⟩` is real and lies between `a‖ψ‖²`
and `b‖ψ‖²` for every state of a cluster of distinct sites. -/
theorem expectation_bounds {h : ℤ →₀ ℂ} (hh : IsHermitianHopping h) {pos : ι → ℤ}
    (hp : Function.Injective pos) {a b : ℝ} (hab : ∀ k, a ≤ band h k ∧ band h k ≤ b)
    (ψ : ι → ℂ) :
    (star ψ ⬝ᵥ clusterH h pos *ᵥ ψ).im = 0 ∧
      a * ∑ x, normSq (ψ x) ≤ (star ψ ⬝ᵥ clusterH h pos *ᵥ ψ).re ∧
      (star ψ ⬝ᵥ clusterH h pos *ᵥ ψ).re ≤ b * ∑ x, normSq (ψ x) := by
  have hQ : ((∫ k in (0 : ℝ)..2 * π, band h k * normSq (amplitude pos ψ k) : ℝ) : ℂ)
      = 2 * π * (star ψ ⬝ᵥ clusterH h pos *ᵥ ψ) := by
    rw [← intervalIntegral.integral_ofReal, ← expectation h pos ψ]
    simp only [ofReal_mul, symbol_real hh]
  rw [show (2 * π : ℂ) = ((2 * π : ℝ) : ℂ) by simp] at hQ
  have hre := congrArg re hQ
  have him := congrArg im hQ
  rw [ofReal_re, re_ofReal_mul] at hre
  rw [ofReal_im, im_ofReal_mul] at him
  have hπ : 0 < 2 * π := by positivity
  have hS : Continuous (symbol h) := by unfold symbol; fun_prop
  have hF : Continuous (amplitude pos ψ) := by unfold amplitude; fun_prop
  have hA : Continuous fun k => normSq (amplitude pos ψ k) := continuous_normSq.comp hF
  have hB : Continuous fun k => band h k * normSq (amplitude pos ψ k) :=
    (continuous_re.comp hS).mul hA
  -- the weight is nonnegative, so the bounds on `E` integrate
  have low := intervalIntegral.integral_mono_on (μ := MeasureTheory.volume) hπ.le
    ((hA.intervalIntegrable _ _).const_mul a) (hB.intervalIntegrable _ _)
    fun k _ => mul_le_mul_of_nonneg_right (hab k).1 (normSq_nonneg _)
  have upp := intervalIntegral.integral_mono_on (μ := MeasureTheory.volume) hπ.le
    (hB.intervalIntegrable _ _) ((hA.intervalIntegrable _ _).const_mul b)
    fun k _ => mul_le_mul_of_nonneg_right (hab k).2 (normSq_nonneg _)
  rw [intervalIntegral.integral_const_mul, parseval hp, hre] at low upp
  exact ⟨(mul_eq_zero.mp him.symm).resolve_left hπ.ne',
    le_of_mul_le_mul_left (by linarith) hπ, le_of_mul_le_mul_left (by linarith) hπ⟩
```

Take Hermitian hopping (`hh`) and distinct positions (`hp`), and suppose $a\le E(k)\le b$ for all real $k$. Since $E$ and $|\hat\psi|^2$ are real, so is $\langle\psi,H\psi\rangle$: `hQ` writes $2\pi\langle\psi,H\psi\rangle$ as a real integral, and `hre`, `him` are its real and imaginary parts. Multiply the bounds by $|\hat\psi|^2\ge0$ and integrate (`low`, `upp`); with Parseval's identity,
$$2\pi aN\le2\pi\langle\psi,H\psi\rangle\le2\pi bN .$$
The last line divides by $2\pi$. For a normalised state the result reads $a\le\langle\psi,H\psi\rangle\le b$.

```lean
/-- For Hermitian hopping `E` attains a minimum and a maximum over real `k`, and every
eigenvalue of the matrix `h(x - y)` on finitely many distinct sites is real and lies
between them. -/
theorem eigenvalue_between_extrema {h : ℤ →₀ ℂ} (hh : IsHermitianHopping h) {pos : ι → ℤ}
    (hp : Function.Injective pos) :
    ∃ kmin kmax : ℝ, (∀ k, band h kmin ≤ band h k ∧ band h k ≤ band h kmax) ∧
      ∀ (μ : ℂ) (ψ : ι → ℂ), ψ ≠ 0 → clusterH h pos *ᵥ ψ = μ • ψ →
        μ.im = 0 ∧ band h kmin ≤ μ.re ∧ μ.re ≤ band h kmax := by
  have hS : Continuous (symbol h) := by unfold symbol; fun_prop
  have hper : Function.Periodic (band h) (2 * π) := fun k => by
    unfold band symbol
    refine congrArg re (Finset.sum_congr rfl fun r _ => ?_)
    have e : -(I * ((k + 2 * π : ℝ) : ℂ) * r) = -(I * k * r) + ((-r : ℤ) : ℂ) * (2 * π * I) := by
      push_cast
      ring
    rw [e, exp_add, exp_int_mul_two_pi_mul_I, mul_one]
  -- a continuous periodic function has compact range
  have hK := hper.compact_of_continuous (by positivity) (continuous_re.comp hS)
  obtain ⟨_, ⟨k₁, rfl⟩, h₁⟩ := hK.exists_isLeast (Set.range_nonempty _)
  obtain ⟨_, ⟨k₂, rfl⟩, h₂⟩ := hK.exists_isGreatest (Set.range_nonempty _)
  have hab : ∀ k, band h k₁ ≤ band h k ∧ band h k ≤ band h k₂ :=
    fun k => ⟨h₁ ⟨k, rfl⟩, h₂ ⟨k, rfl⟩⟩
  refine ⟨k₁, k₂, hab, fun μ ψ h0 hψ => ?_⟩
  obtain ⟨x, hx⟩ := Function.ne_iff.mp h0
  have hpos : 0 < ∑ x, normSq (ψ x) :=
    Finset.sum_pos' (fun _ _ => normSq_nonneg _) ⟨x, Finset.mem_univ x, normSq_pos.mpr hx⟩
  have hN : star ψ ⬝ᵥ ψ = ((∑ x, normSq (ψ x) : ℝ) : ℂ) := by
    push_cast
    simp only [dotProduct, Pi.star_apply, Complex.star_def, normSq_eq_conj_mul_self]
  have hb := expectation_bounds hh hp hab ψ
  rw [hψ, dotProduct_smul, smul_eq_mul, hN, im_mul_ofReal, re_mul_ofReal] at hb
  exact ⟨(mul_eq_zero.mp hb.1).resolve_right hpos.ne',
    le_of_mul_le_mul_right hb.2.1 hpos, le_of_mul_le_mul_right hb.2.2 hpos⟩
```

This is the main statement. For Hermitian hopping and distinct positions there are real $k_{\min}$, $k_{\max}$ with $E(k_{\min})\le E(k)\le E(k_{\max})$ for every real $k$, and whenever $H\psi=\mu\psi$ with $\psi\neq0$ and $\mu$ complex, $\mu$ is real and
$$E(k_{\min})\le\mu\le E(k_{\max}).$$
The first clause makes the two bounds the global extrema of $E$, so their values depend on $h$ alone and are the same for every cluster. An empty cluster has no nonzero state; a single site has the one eigenvalue $h(0)$.

By hand, $e^{-i(k+2\pi)r}=e^{-ikr}$ makes $E$ periodic (`hper`). A continuous periodic function takes all its values on one closed period, so its range is compact (`hK`) and has a least and a greatest element, reached at `k₁` and `k₂`. On an eigenvector $\langle\psi,H\psi\rangle=\mu N$ with $N>0$ (`hpos`). The previous theorem gives $N\operatorname{Im}\mu=0$ and $E(k_{\min})N\le N\operatorname{Re}\mu\le E(k_{\max})N$, and $N$ is divided out.

The inequalities are stated as non-strict, although equality occurs only when $E$ is constant, since $\hat\psi$ vanishes at only finitely many $k$ in a period. The theorem is silent on how the levels are distributed within the band, so it fixes the interval that holds the cluster's density of states and not its shape. Several orbitals per cell, where a cut can put levels into a gap between bands, are not covered.

```lean
/-- For Hermitian hopping every eigenvalue of a cluster of distinct sites equals `E(k)`
for some real `k`. -/
theorem eigenvalue_mem_band {h : ℤ →₀ ℂ} (hh : IsHermitianHopping h) {pos : ι → ℤ}
    (hp : Function.Injective pos) {μ : ℂ} {ψ : ι → ℂ} (h0 : ψ ≠ 0)
    (hψ : clusterH h pos *ᵥ ψ = μ • ψ) : ∃ k : ℝ, symbol h k = μ := by
  obtain ⟨k₁, k₂, -, hμ⟩ := eigenvalue_between_extrema hh hp
  obtain ⟨him, hI⟩ := hμ μ ψ h0 hψ
  have hS : Continuous (symbol h) := by unfold symbol; fun_prop
  have hB : Continuous (band h) := continuous_re.comp hS
  obtain ⟨k, hk⟩ := intermediate_value_univ k₁ k₂ hB hI
  refine ⟨k, ?_⟩
  rw [← symbol_real hh, hk]
  apply Complex.ext <;> simp [him]
```

Under the same hypotheses $\mu=E(k)$ for some real $k$. A continuous real function takes every value between $E(k_{\min})$ and $E(k_{\max})$, which is `intermediate_value_univ`, and `symbol_real` turns the real equation into the complex one. The $k$ obtained only labels an energy; nothing identifies it with a crystal momentum of $\psi$.

Small cases show what the hypotheses do. Put two labels at the same integer and take $h(r)=\delta_{r0}$: then $E=1$, all four entries of $H$ equal 1, and the eigenvalues 0 and 2 miss the band. Without Hermiticity, $h(r)=i\,\delta_{r0}$ on one site has the eigenvalue $i$, and $h(r)=\delta_{r1}$ on one site has the eigenvalue 0 although $|E(k)|=1$ for every $k$.

## The nearest-neighbour chain

```lean
/-- Nearest-neighbour hopping is Hermitian and its dispersion is `-2 t cos k`. -/
theorem chain_witness (t : ℝ) : IsHermitianHopping (chain t) ∧
    ∀ k, symbol (chain t) k = ((-2 * t * Real.cos k : ℝ) : ℂ) := by
  refine ⟨fun r => ?_, fun k => ?_⟩
  · simp only [chain, Finsupp.add_apply, Finsupp.single_apply]
    split_ifs <;> first | omega | simp
  · have key : ∀ g, symbol g k = g.sum fun r c => c * exp (-(I * k * r)) := fun _ => rfl
    have e₁ : -(I * k * ((1 : ℤ) : ℂ)) = -(k : ℂ) * I := by push_cast; ring
    have e₂ : -(I * k * ((-1 : ℤ) : ℂ)) = (k : ℂ) * I := by push_cast; ring
    rw [key, chain, Finsupp.sum_add_index', Finsupp.sum_single_index, Finsupp.sum_single_index]
    · rw [e₁, e₂]
      push_cast
      linear_combination (t : ℂ) * two_cos (k : ℂ)
    all_goals simp [add_mul]
```

The chain satisfies the Hermiticity condition because $t$ is real and $h(1)=h(-1)$; the proof runs through the cases $r=\pm1$, with `omega` discarding the contradictory ones. The dispersion is $E(k)=-t\,(e^{-ik}+e^{ik})=-2t\cos k$, where `two_cos` is Euler's formula for the cosine.

```lean
/-- Every eigenvalue of the nearest-neighbour chain on the sites `0, …, n - 1` is real
and at most `2|t|` in absolute value. -/
theorem chain_eigenvalue_bound (t : ℝ) (n : ℕ) {μ : ℂ} {ψ : Fin n → ℂ} (h0 : ψ ≠ 0)
    (hψ : clusterH (chain t) (fun x : Fin n => ((x : ℕ) : ℤ)) *ᵥ ψ = μ • ψ) :
    μ.im = 0 ∧ |μ.re| ≤ 2 * |t| := by
  obtain ⟨k, hk⟩ := eigenvalue_mem_band (chain_witness t).1
    (fun x y e => Fin.ext (Nat.cast_injective (R := ℤ) e)) h0 hψ
  rw [← hk, (chain_witness t).2, ofReal_im, ofReal_re, abs_mul, abs_mul,
    show |(-2 : ℝ)| = 2 by norm_num]
  exact ⟨rfl, by nlinarith [abs_nonneg t, Real.abs_cos_le_one k]⟩

end

end ClusterInsideBand
```

`Fin n` is the set $\{0,\dots,n-1\}$ and the positions are $p_x=x$, so $H$ is tridiagonal with zero diagonal and $-t$ beside it. Every eigenvalue is real with $|\mu|\le2|t|$. The proof takes $k$ from `eigenvalue_mem_band`, substitutes $\mu=-2t\cos k$ and uses $|\cos k|\le1$. For $n=1$ the matrix is zero and $\mu=0$; for $n=2$ the levels are $\pm t$.

```lean
#print axioms ClusterInsideBand.eigenvalue_mem_band
-- 'ClusterInsideBand.eigenvalue_mem_band' depends on axioms: [propext, Classical.choice, Quot.sound]
#print axioms ClusterInsideBand.chain_eigenvalue_bound
-- 'ClusterInsideBand.chain_eigenvalue_bound' depends on axioms: [propext, Classical.choice, Quot.sound]
```

## Another formulation, and use in a calculation

The following remarks, like the small cases above, are informal and are not among the theorems. The cluster could have been fixed as the consecutive sites $0,\dots,n-1$, with $H$ first shown to be a Hermitian matrix and its levels taken from Mathlib's list of real eigenvalues. Reality would then come from the spectral theorem, whereas here it is part of the conclusion for an arbitrary complex $\mu$, and clusters with missing sites would be lost. Absolutely summable hopping of infinite range would need a convergence argument where the finite sum and the integral are exchanged.

For consecutive sites the Toeplitz matrix can be built in code from its first column $h(0),\dots,h(n-1)$, whose complex conjugates form the first row, and the computed eigenvalues can be checked against the band edges. A Chebyshev expansion of the density of states needs $H$ shifted and rescaled so that its spectrum lies in $[-1,1]$; with $a=E(k_{\min})<b=E(k_{\max})$ the matrix $\bigl(2H-(a+b)\mathbb{1}\bigr)/(b-a)$, where $\mathbb{1}$ is the identity, does this for every cluster size in this single-band model. Extrema read off a grid of $k$ values can fall short of the true ones, so a margin is the safe choice in that case.
